# The associated Laguerre equation for natural parameters, and the hydrogenic radial functions built from its solutions

For natural numbers n and a, the associated Laguerre polynomial is taken to be Lₙᵃ = Σ (−1)ᵏ C(n+a, n−k) Xᵏ / k!, summed over k = 0, …, n, with C(m, j) the binomial coefficient, coefficients in a field K, and primes on polynomials denoting formal derivatives; lengths and energies are in atomic units. The classical Laguerre theory also admits a non-integer upper index and includes orthogonality and completeness, whereas here a is a natural number and the results are the differential equation, its polynomial solutions and one application.

```lean
import Mathlib

open Polynomial

namespace LaguerreEquation

noncomputable section

/-- The associated Laguerre polynomial
`L_n^a = ∑_{k=0}^{n} (-1)^k C(n+a, n-k) X^k / k!` with coefficients in a field `K`. -/
def laguerre (K : Type*) [Field K] (n a : ℕ) : K[X] :=
  ∑ k ∈ Finset.range (n + 1),
    C ((-1 : K) ^ k * ((n + a).choose (n - k) : K) / (k.factorial : K)) * X ^ k

variable {K : Type*} [Field K]

/-- The Laguerre differential operator `p ↦ X p'' + (a + 1 - X) p'` on polynomials. -/
def laguerreOp (a : K) (p : K[X]) : K[X] :=
  X * derivative (derivative p) + (C a + 1 - X) * derivative p

/-- Ratio of neighbouring binomial coefficients, `C(m, j+1) (j+1) = C(m, j) (m - j)`,
with the subtraction taken in the field. -/
theorem cast_choose_succ (m j : ℕ) :
    (m.choose (j + 1) : K) * ((j : K) + 1) = (m.choose j : K) * ((m : K) - (j : K)) := by
  by_cases h : j ≤ m
  · have h2 : ((m.choose (j + 1) * (j + 1) : ℕ) : K) = ((m.choose j * (m - j) : ℕ) : K) := by
      rw [Nat.choose_succ_right_eq m j]
    push_cast [Nat.cast_sub h] at h2
    exact h2
  · rw [Nat.choose_eq_zero_of_lt (by omega : m < j + 1),
      Nat.choose_eq_zero_of_lt (by omega : m < j)]
    simp

/-- The coefficient of `X^k` in `L_n^a` is `(-1)^k C(n+a, k+a) / k!` for every `k`. -/
theorem coeff_laguerre (n a k : ℕ) :
    (laguerre K n a).coeff k
      = (-1 : K) ^ k * ((n + a).choose (k + a) : K) / (k.factorial : K) := by
  have hs : ∀ (s : Finset ℕ) (f : ℕ → K[X]),
      (∑ i ∈ s, f i).coeff k = ∑ i ∈ s, (f i).coeff k := by
    intro s f
    exact map_sum (lcoeff K k) f s
  unfold laguerre
  rw [hs]
  simp only [coeff_C_mul, coeff_X_pow, mul_ite, mul_one, mul_zero, Finset.sum_ite_eq,
    Finset.mem_range]
  split_ifs with h
  · -- symmetry of the binomial coefficient
    rw [Nat.choose_symm_of_eq_add (show n + a = (n - k) + (k + a) by omega)]
  · -- beyond degree `n` the binomial coefficient vanishes
    rw [Nat.choose_eq_zero_of_lt (by omega : n + a < k + a)]
    simp

/-- Action of the Laguerre operator on the coefficients of a polynomial:
the coefficient of `X^k` is `(k+1)(k+a+1) p_{k+1} - k p_k`. -/
theorem coeff_laguerreOp (a : K) (p : K[X]) (k : ℕ) :
    (laguerreOp a p).coeff k
      = ((k : K) + 1) * ((k : K) + a + 1) * p.coeff (k + 1) - (k : K) * p.coeff k := by
  have h : laguerreOp a p
      = X * derivative (derivative p) + C (a + 1) * derivative p - X * derivative p := by
    simp only [laguerreOp, C_add, C_1]
    ring
  have h0 : ∀ q : K[X], (X * q).coeff 0 = 0 := fun q => by simp
  rw [h, coeff_sub, coeff_add, coeff_C_mul]
  cases k with
  | zero =>
    simp only [h0, coeff_derivative]
    push_cast
    ring
  | succ k =>
    simp only [coeff_X_mul, coeff_derivative]
    push_cast
    ring

/-- In characteristic zero the coefficients `c_k` of `L_n^a` obey the two-term recurrence
`(k+1)(k+a+1) c_{k+1} = (k-n) c_k`. -/
theorem laguerre_coeff_recurrence [CharZero K] (n a k : ℕ) :
    ((k : K) + 1) * ((k : K) + (a : K) + 1) * (laguerre K n a).coeff (k + 1)
      = ((k : K) - (n : K)) * (laguerre K n a).coeff k := by
  have h := cast_choose_succ (K := K) (n + a) (k + a)
  have hk : (k : K) + 1 ≠ 0 := Nat.cast_add_one_ne_zero k
  have e : ((k : K) + 1) * (((k : K) + 1) * (k.factorial : K))⁻¹ = (k.factorial : K)⁻¹ := by
    rw [mul_inv, ← mul_assoc, mul_inv_cancel₀ hk, one_mul]
  rw [coeff_laguerre, coeff_laguerre, show k + 1 + a = k + a + 1 by omega,
    Nat.factorial_succ, pow_succ]
  push_cast at h ⊢
  generalize (-1 : K) ^ k = s
  linear_combination (-s * (k.factorial : K)⁻¹) * h
    + (-s * ((n + a).choose (k + a + 1) : K) * ((k : K) + (a : K) + 1)) * e

/-- The associated Laguerre equation `X L'' + (a + 1 - X) L' + n L = 0` for `L = L_n^a`,
over any field of characteristic zero. -/
theorem laguerre_ode [CharZero K] (n a : ℕ) :
    X * derivative (derivative (laguerre K n a))
      + (C (a : K) + 1 - X) * derivative (laguerre K n a)
      + C (n : K) * laguerre K n a = 0 := by
  show laguerreOp (a : K) (laguerre K n a) + C (n : K) * laguerre K n a = 0
  -- compare coefficients and use the recurrence
  ext k
  rw [coeff_add, coeff_laguerreOp, coeff_C_mul, coeff_zero]
  linear_combination laguerre_coeff_recurrence (K := K) n a k

/-- The value of `L_n^a` at the origin is `C(n+a, n)`. -/
theorem eval_zero_laguerre (n a : ℕ) :
    (laguerre K n a).eval 0 = ((n + a).choose n : K) := by
  have h : (n + a).choose (0 + a) = (n + a).choose n :=
    Nat.choose_symm_of_eq_add (by omega)
  rw [← coeff_zero_eq_eval_zero, coeff_laguerre, h]
  simp

/-- In characteristic zero the polynomial `L_n^a` has degree `n`. -/
theorem natDegree_laguerre [CharZero K] (n a : ℕ) : (laguerre K n a).natDegree = n := by
  apply le_antisymm
  · rw [natDegree_le_iff_coeff_eq_zero]
    intro N hN
    rw [coeff_laguerre, Nat.choose_eq_zero_of_lt (by omega : n + a < N + a)]
    simp
  · apply le_natDegree_of_ne_zero
    rw [coeff_laguerre, Nat.choose_self]
    exact div_ne_zero
      (mul_ne_zero (pow_ne_zero _ (neg_ne_zero.mpr one_ne_zero)) (by simp))
      (Nat.cast_ne_zero.mpr (Nat.factorial_ne_zero n))

/-- If a nonzero polynomial solves `X p'' + (a + 1 - X) p' + ν p = 0`,
then the parameter `ν` equals the degree of `p`, read as an element of `K`. -/
theorem parameter_eq_natDegree (a ν : K) (p : K[X]) (hp0 : p ≠ 0)
    (hp : laguerreOp a p + C ν * p = 0) : ν = (p.natDegree : K) := by
  -- read off the equation at the top coefficient
  have h := congrArg (fun q : K[X] => q.coeff p.natDegree) hp
  simp only [coeff_add, coeff_laguerreOp, coeff_C_mul, coeff_zero] at h
  have hz : p.coeff (p.natDegree + 1) = 0 :=
    coeff_eq_zero_of_natDegree_lt (Nat.lt_succ_self _)
  have hlc : p.coeff p.natDegree ≠ 0 := leadingCoeff_ne_zero.mpr hp0
  rw [hz] at h
  apply mul_right_cancel₀ hlc
  linear_combination h

/-- In characteristic zero, every polynomial solution of `X p'' + (a + 1 - X) p' + n p = 0` with natural `n`, `a`
is the multiple `p(0) / C(n+a, n)` of `L_n^a`. -/
theorem eq_mul_laguerre_of_ode [CharZero K] (n a : ℕ) (p : K[X])
    (hp : laguerreOp (a : K) p + C (n : K) * p = 0) :
    p = C (p.eval 0 / ((n + a).choose n : K)) * laguerre K n a := by
  have hrec : ∀ k : ℕ, ((k : K) + 1) * ((k : K) + (a : K) + 1) * p.coeff (k + 1)
      = ((k : K) - (n : K)) * p.coeff k := by
    intro k
    have h := congrArg (fun q : K[X] => q.coeff k) hp
    simp only [coeff_add, coeff_laguerreOp, coeff_C_mul, coeff_zero] at h
    linear_combination h
  have hc : ((n + a).choose n : K) ≠ 0 :=
    Nat.cast_ne_zero.mpr (Nat.choose_pos (by omega : n ≤ n + a)).ne'
  ext k
  rw [coeff_C_mul]
  -- the recurrence fixes all coefficients from the constant term
  induction k with
  | zero =>
    rw [coeff_zero_eq_eval_zero p, coeff_zero_eq_eval_zero (laguerre K n a),
      eval_zero_laguerre]
    exact (div_mul_cancel₀ _ hc).symm
  | succ k ih =>
    have h1 : (k : K) + 1 ≠ 0 := Nat.cast_add_one_ne_zero k
    have h2 : ((k + a : ℕ) : K) + 1 ≠ 0 := Nat.cast_add_one_ne_zero _
    rw [Nat.cast_add] at h2
    apply mul_left_cancel₀ (mul_ne_zero h1 h2)
    linear_combination hrec k + ((k : K) - (n : K)) * ih
      - (p.eval 0 / ((n + a).choose n : K)) * laguerre_coeff_recurrence (K := K) n a k

/-- The polynomial `ρ^(l+1) L_n^(2l+1)(ρ)` in the scaled radial variable `ρ`. -/
def radialPoly (n l : ℕ) : ℝ[X] := X ^ (l + 1) * laguerre ℝ n (2 * l + 1)

/-- The decay constant `κ = Z / (n + l + 1)` in atomic units. -/
def decayRate (n l : ℕ) (Z : ℝ) : ℝ := Z / ((n : ℝ) + l + 1)

/-- The unnormalised reduced radial function `u(r) = ρ^(l+1) e^(-κ r) L_n^(2l+1)(ρ)`
with `ρ = 2 κ r` and `κ = Z / (n + l + 1)`. -/
def radialFn (n l : ℕ) (Z : ℝ) (r : ℝ) : ℝ :=
  (2 * decayRate n l Z * r) ^ (l + 1) * Real.exp (-(decayRate n l Z * r))
    * (laguerre ℝ n (2 * l + 1)).eval (2 * decayRate n l Z * r)

/-- The polynomial `Q = X^(l+1) L_n^(2l+1)` satisfies
`X² (Q'' - Q') = (l(l+1) - (n+l+1) X) Q`. -/
theorem radialPoly_ode (n l : ℕ) :
    X ^ 2 * (derivative (derivative (radialPoly n l)) - derivative (radialPoly n l))
      = (C ((l : ℝ) * ((l : ℝ) + 1)) - C ((n : ℝ) + l + 1) * X) * radialPoly n l := by
  obtain ⟨q, hq⟩ : ∃ q : ℝ[X], X ^ (l + 1) = q := ⟨_, rfl⟩
  obtain ⟨L, hL⟩ : ∃ L : ℝ[X], laguerre ℝ n (2 * l + 1) = L := ⟨_, rfl⟩
  have hode := laguerre_ode (K := ℝ) n (2 * l + 1)
  have hcast : ((2 * l + 1 : ℕ) : ℝ) = (l : ℝ) + l + 1 := by
    push_cast
    ring
  rw [hL, hcast, C_add, C_add, C_1] at hode
  -- homogeneity relation for the power `X^(l+1)` and its derivative
  have hq1 : X * derivative q = (C (l : ℝ) + 1) * q := by
    rw [← hq, derivative_X_pow, show l + 1 - 1 = l by omega, Nat.cast_add, Nat.cast_one,
      C_add, C_1]
    ring
  have hq2 := congrArg (fun p : ℝ[X] => derivative p) hq1
  simp only [derivative_mul, derivative_add, derivative_X, derivative_C,
    derivative_one] at hq2
  unfold radialPoly
  rw [hq, hL]
  simp only [derivative_mul, derivative_add, C_mul, C_add, C_1]
  linear_combination (X * L) * hq2
    + (C (l : ℝ) * L + X * (2 * derivative L - L)) * hq1 + (X * q) * hode

/-- The derivative of `e^(-κ r) P(2 κ r)` is `e^(-κ r) (2 κ P' - κ P)(2 κ r)`. -/
theorem hasDerivAt_exp_mul_eval (κ : ℝ) (P : ℝ[X]) (r : ℝ) :
    HasDerivAt (fun x : ℝ => Real.exp (-(κ * x)) * P.eval (2 * κ * x))
      (Real.exp (-(κ * r)) * (C (2 * κ) * derivative P - C κ * P).eval (2 * κ * r)) r := by
  have h1 : HasDerivAt (fun x : ℝ => -(κ * x)) (-(κ * 1)) r :=
    ((hasDerivAt_id' r).const_mul κ).fun_neg
  have h2 : HasDerivAt (fun x : ℝ => Real.exp (-(κ * x)))
      (Real.exp (-(κ * r)) * -(κ * 1)) r := h1.exp
  have h3 : HasDerivAt (fun x : ℝ => 2 * κ * x) (2 * κ * 1) r :=
    (hasDerivAt_id' r).const_mul (2 * κ)
  have h4 : HasDerivAt (fun x : ℝ => P.eval (2 * κ * x))
      ((derivative P).eval (2 * κ * r) * (2 * κ * 1)) r := by
    have h := HasDerivAt.comp r (P.hasDerivAt (2 * κ * r)) h3
    exact h
  refine (h2.fun_mul h4).congr_deriv ?_
  simp only [eval_sub, eval_mul, eval_C]
  ring

/-- The function `u = radialFn n l Z` is twice differentiable and, for `r ≠ 0`, solves the
hydrogenic radial equation `-u''/2 + (l(l+1)/(2r²) - Z/r) u = -Z²/(2(n+l+1)²) u`. -/
theorem hydrogen_radial_equation (n l : ℕ) (Z : ℝ) :
    ∃ u' u'' : ℝ → ℝ,
      (∀ r, HasDerivAt (radialFn n l Z) (u' r) r) ∧
      (∀ r, HasDerivAt u' (u'' r) r) ∧
      ∀ r, r ≠ 0 →
        -(1 / 2) * u'' r
            + ((l : ℝ) * ((l : ℝ) + 1) / (2 * r ^ 2) - Z / r) * radialFn n l Z r
          = -(Z ^ 2 / (2 * ((n : ℝ) + l + 1) ^ 2)) * radialFn n l Z r := by
  obtain ⟨κ, hκ⟩ : ∃ κ : ℝ, decayRate n l Z = κ := ⟨_, rfl⟩
  obtain ⟨Q, hQ⟩ : ∃ Q : ℝ[X], radialPoly n l = Q := ⟨_, rfl⟩
  have hK := radialPoly_ode n l
  rw [hQ] at hK
  have hN : (n : ℝ) + l + 1 ≠ 0 := by positivity
  have hZ : κ * ((n : ℝ) + l + 1) = Z := by
    rw [← hκ]
    unfold decayRate
    exact div_mul_cancel₀ _ hN
  have hE : Z ^ 2 / (2 * ((n : ℝ) + l + 1) ^ 2) = κ ^ 2 / 2 := by
    rw [← hκ]
    unfold decayRate
    rw [div_pow, div_div, mul_comm]
  -- write `u` as an exponential times a polynomial in `ρ = 2 κ r`
  have hu : radialFn n l Z = fun x : ℝ => Real.exp (-(κ * x)) * Q.eval (2 * κ * x) := by
    funext x
    rw [← hQ, ← hκ]
    simp only [radialFn, radialPoly, eval_mul, eval_pow, eval_X]
    ring
  rw [hu, hE]
  refine ⟨fun x : ℝ => Real.exp (-(κ * x))
      * (C (2 * κ) * derivative Q - C κ * Q).eval (2 * κ * x),
    fun x : ℝ => Real.exp (-(κ * x))
      * (C (2 * κ) * derivative (C (2 * κ) * derivative Q - C κ * Q)
          - C κ * (C (2 * κ) * derivative Q - C κ * Q)).eval (2 * κ * x),
    fun r => hasDerivAt_exp_mul_eval κ Q r,
    fun r => hasDerivAt_exp_mul_eval κ (C (2 * κ) * derivative Q - C κ * Q) r, ?_⟩
  intro r hr
  -- evaluate the polynomial equation at `ρ`
  have hKe := congrArg (fun p : ℝ[X] => p.eval (2 * κ * r)) hK
  simp only [eval_mul, eval_sub, eval_pow, eval_X, eval_C] at hKe
  have hV : r ^ 2 * ((l : ℝ) * ((l : ℝ) + 1) / (2 * r ^ 2) - Z / r)
      = (l : ℝ) * ((l : ℝ) + 1) / 2 - Z * r := by
    field_simp
  simp only [derivative_sub, derivative_mul, derivative_C, zero_mul, zero_add,
    eval_sub, eval_mul, eval_C]
  apply mul_left_cancel₀ (pow_ne_zero 2 hr)
  linear_combination (-(1 / 2) * Real.exp (-(κ * r))) * hKe
    + (Real.exp (-(κ * r)) * Q.eval (2 * κ * r)) * hV
    + (Real.exp (-(κ * r)) * Q.eval (2 * κ * r) * r) * hZ

end

end LaguerreEquation
```

```lean
#print axioms LaguerreEquation.natDegree_laguerre
#print axioms LaguerreEquation.parameter_eq_natDegree
#print axioms LaguerreEquation.eq_mul_laguerre_of_ode
#print axioms LaguerreEquation.hydrogen_radial_equation
```

```
'LaguerreEquation.natDegree_laguerre' depends on axioms: [propext, Classical.choice, Quot.sound]
'LaguerreEquation.parameter_eq_natDegree' depends on axioms: [propext, Classical.choice, Quot.sound]
'LaguerreEquation.eq_mul_laguerre_of_ode' depends on axioms: [propext, Classical.choice, Quot.sound]
'LaguerreEquation.hydrogen_radial_equation' depends on axioms: [propext, Classical.choice, Quot.sound]
```

## What the theorems say

`laguerre K n a` is the sum above as an element of the polynomial ring `K[X]`. The `C` in the code embeds a scalar as a constant polynomial, and the binomial coefficient is `choose`. In this convention the lower index n is the degree and the constant term is C(n+a, n). For example,

L₀¹ = 1,  L₁¹ = 2 − X,  L₂¹ = 3 − 3X + X²/2.

`laguerreOp a p` is the operator

p ↦ X p'' + (a + 1 − X) p',

in which a is any element of K. `derivative` is the termwise algebraic derivative, so no limit enters the polynomial statements.

The central theorem `laguerre_ode` states that for every field K of characteristic zero, K = ℚ and K = ℝ included, and all naturals n and a, the polynomial L = Lₙᵃ satisfies

X L'' + (a + 1 − X) L' + n L = 0

as an identity in K[X]. Four statements accompany it. `eval_zero_laguerre` gives L(0) = C(n+a, n) in any field, and `natDegree_laguerre` gives deg L = n in characteristic zero. `parameter_eq_natDegree` says that if a nonzero polynomial p solves X p'' + (a + 1 − X) p' + ν p = 0, with a and ν arbitrary in an arbitrary field, then ν is the degree of p read as an element of K. `eq_mul_laguerre_of_ode` says that in characteristic zero, for natural n and a, every polynomial solution with ν = n equals p(0)/C(n+a, n) times Lₙᵃ.

The hypothesis `CharZero K` makes every k! invertible. In the field with two elements 2! = 0, Lean sets the quotient by zero to zero, and L₂¹ becomes 1 + X; its degree is 1, and the left side of the equation evaluates to X, so both `natDegree_laguerre` and `laguerre_ode` fail there. The condition `p ≠ 0` is needed because the zero polynomial solves the equation for every ν. Being a polynomial is needed as well, since the real function eˣ solves the equation with ν = −(a + 1), which for natural a is no degree. The restriction of a to naturals in the uniqueness statement excludes cases such as a = −1, n = 1, where p = X is a nonzero solution with p(0) = 0 and is therefore not fixed by its value at the origin.

## The physics encoded

For one non-relativistic electron of unit mass in the field of a fixed point charge Z, a stationary state of energy E and angular momentum l has a reduced radial function u(r) = r R(r) that obeys

−u''/2 + ( l(l+1)/(2r²) − Z/r ) u = E u.

Put N = n + l + 1, κ = Z/N and ρ = 2κr. `decayRate n l Z` is κ, `radialPoly n l` is the real polynomial Q = X^(l+1) Lₙ^(2l+1), and `radialFn n l Z` is

u(r) = ρ^(l+1) e^(−κr) Lₙ^(2l+1)(ρ).

The Lean variable `n` is the degree of the Laguerre factor, that is the radial quantum number, and N is the principal quantum number. With n = l = 0 the function is 2Zr e^(−Zr), and with n = 1, l = 0 it is Zr (2 − Zr) e^(−Zr/2). These are the 1s and 2s forms up to a constant factor.

`hydrogen_radial_equation` states that there are functions `u'` and `u''` on ℝ such that `u'` is the derivative of u at every real r, `u''` is the derivative of `u'` at every real r, and the radial equation holds with

E = −Z² / (2N²)

at every r ≠ 0. `HasDerivAt f d r` means that f is differentiable at r with derivative d, and a derivative is unique, so the two functions under the existential quantifier can only be the first and second derivatives of u. The point r = 0 is excluded because the centrifugal and Coulomb terms have no value there.

In this one-electron, point-nucleus, infinite-nuclear-mass model the theorem supplies closed-form radial solutions at the energies −Z²/(2N²), which can serve as exact test cases for a numerical radial solver. The theorem is a verification of a differential equation and is indifferent to the sign of Z: for Z = 0 the function u vanishes identically, and for Z < 0 the factor e^(−κr) grows with r while the equation still holds. It also holds for negative r, where Z/r is no longer the Coulomb term Z/|r|; the physical range is Z > 0, r > 0.

Several steps of the usual treatment of hydrogen are left without proof in the code: the separation of the three-dimensional problem into radial and angular parts, the square integrability and normalisation of u, the node count, and the claim that no other bound energies exist. On the last point, the substitution u = ρ^(l+1) e^(−κr) p(ρ) with a free κ ≠ 0 and E = −κ²/2 leads to the Laguerre equation for a = 2l + 1 with ν = Z/κ − l − 1, and `parameter_eq_natDegree` corresponds only to the final step, in which a nonzero polynomial p forces ν to be a natural number. That p must be a polynomial is a hypothesis of the theorem and is not derived from decay at infinity.

## Why it is true

### The coefficients

Write cₖ for the coefficient of Xᵏ in Lₙᵃ. For k ≤ n the two lower indices n − k and k + a add up to n + a, so C(n+a, n−k) = C(n+a, k+a). For k > n the sum has no term Xᵏ, and C(n+a, k+a) = 0 because k + a > n + a. One formula therefore covers all k:

cₖ = (−1)ᵏ C(n+a, k+a) / k!.

This is `coeff_laguerre`, whose two branches after `split_ifs` are these two cases. The form with k + a contains no truncated subtraction n − k, so the recurrence below is proved for all k at once, its only case distinction being the one inside the binomial identity `cast_choose_succ`.

At k = 0 the formula gives c₀ = C(n+a, a) = C(n+a, n), which is `eval_zero_laguerre`. For k > n it gives zero, and cₙ = (−1)ⁿ/n! is nonzero in characteristic zero; the two inequalities in `natDegree_laguerre` are these two remarks.

### The operator on coefficients

Let p = Σ pₖ Xᵏ. The coefficient of Xᵏ is (k+1) pₖ₊₁ in p', it is k pₖ in X p', and it is (k+1) k pₖ₊₁ in X p''. Splitting the operator as X p'' + (a+1) p' − X p' and adding,

[X p'' + (a + 1 − X) p']ₖ = (k+1)(k + a + 1) pₖ₊₁ − k pₖ.

`coeff_laguerreOp` makes the same split in `h`. It treats k = 0 separately, since a product with X has no constant term, and for positive index shifts by one with `coeff_X_mul`. It follows that the equation with parameter ν is equivalent to the two-term recurrence

(k+1)(k + a + 1) pₖ₊₁ = (k − ν) pₖ  for all k.

### The recurrence for Lₙᵃ

Neighbouring binomial coefficients satisfy

C(m, j+1) (j+1) = C(m, j) (m − j).

For j < m both sides equal m! / (j! (m−j−1)!), and for j ≥ m both sides vanish. `cast_choose_succ` states this with the difference m − j taken in K; for j ≤ m it casts the identity `Nat.choose_succ_right_eq`, and for j > m it sets both binomial coefficients to zero. With m = n + a and j = k + a the difference is n − k. Using (k+1)! = (k+1) k!,

(k+1)(k+a+1) cₖ₊₁ = −(−1)ᵏ C(n+a, k+a+1)(k+a+1) / k!
 = −(−1)ᵏ C(n+a, k+a)(n − k) / k!
 = (k − n) cₖ.

In `laguerre_coeff_recurrence` the cancellation of k + 1 against the factorial in the first line is `e`, the one place where `hk`, and so the characteristic, is used. The second line is `h`. The closing `linear_combination` adds the two with the multipliers visible above, `s` standing for (−1)ᵏ.

This is the recurrence with ν = n. `laguerre_ode` compares coefficients by `ext k`, rewrites with `coeff_laguerreOp`, and is left with (k+1)(k+a+1) cₖ₊₁ − k cₖ + n cₖ = 0, a rearrangement of the recurrence.

### The parameter and uniqueness

Let p ≠ 0 have degree d. At k = d the term p_(d+1) is zero, and the recurrence reduces to

(ν − d) p_d = 0.

Since p_d ≠ 0, ν = d. In `parameter_eq_natDegree`, `hz` removes the higher coefficient and `hlc` permits the cancellation.

For uniqueness set λ = p(0)/C(n+a, n), which is allowed because C(n+a, n) is a positive integer (`hc`). Then p₀ = λ c₀. If pₖ = λ cₖ, the recurrences for p and for L give

(k+1)(k+a+1) pₖ₊₁ = (k − n) λ cₖ = (k+1)(k+a+1) λ cₖ₊₁,

and the factor (k+1)(k+a+1) is nonzero because both brackets are positive integers (`h1`, `h2`). The induction in `eq_mul_laguerre_of_ode` cancels this factor and combines `hrec k`, the induction hypothesis and `laguerre_coeff_recurrence`.

### The equation for Q

Write q = X^(l+1), L = Lₙ^(2l+1) and Q = qL. The power satisfies X q' = (l+1) q. Differentiating gives q' + X q'' = (l+1) q', so X q'' = l q' and X² q'' = l(l+1) q. From Q' = q'L + qL' and Q'' = q''L + 2q'L' + qL'',

X²(Q'' − Q') = l(l+1) qL + 2(l+1) X qL' + X² qL'' − (l+1) X qL − X² qL'
 = l(l+1) Q − (l+1) X Q + X q [ X L'' + (2l + 2 − X) L' ].

The bracket is the Laguerre operator with a = 2l + 1 and equals −nL. Hence

X²(Q'' − Q') = ( l(l+1) − N X ) Q,

which is `radialPoly_ode`. The two relations for q are `hq1` and `hq2`, and the Laguerre equation is `hode`. In the final combination `hq2` times X L handles q'', `hq1` is applied to the three terms that then contain q', and `hode` enters with the factor X q that stands in front of the bracket.

### From Q to u

For any real polynomial P, the chain and product rules give

d/dr [ e^(−κr) P(2κr) ] = e^(−κr) (2κ P' − κ P)(2κr).

`hasDerivAt_exp_mul_eval` proves this with `h2` for the exponential, `h4` for the composite P(2κr), and the product rule. The result is again an exponential times a polynomial in 2κr, so the lemma applies to its own output. Since u(r) = e^(−κr) Q(ρ), which is `hu`, two applications give

u' = e^(−κr) (2κ Q' − κ Q)(ρ),
u'' = e^(−κr) (4κ² Q'' − 4κ² Q' + κ² Q)(ρ).

These two expressions, the second in unexpanded form, are the witnesses supplied by `refine`. Multiply the second by r² and use 4κ²r² = ρ², the equation for Q at X = ρ, and Nρ = 2κN r = 2Zr:

r² u'' = e^(−κr) [ ρ²(Q'' − Q') + κ²r² Q ] = ( l(l+1) − 2Zr + κ²r² ) u.

The potential term multiplied by r² is ( l(l+1)/2 − Zr ) u. Adding it to −r² u''/2, the centrifugal and Coulomb parts cancel and −κ²r² u/2 remains. Division by r² ≠ 0 gives the radial equation with E = −κ²/2 = −Z²/(2N²).

The Lean proof cancels r² by `mul_left_cancel₀` and works with the multiplied equation. `hE` rewrites the energy as κ²/2, `hKe` is the equation for Q evaluated at ρ, `hV` clears the denominators of the potential, and `hZ` is κN = Z. The last `linear_combination` takes `hKe` with weight −e^(−κr)/2, `hV` with weight u, and `hZ` with weight r u, the last of which matches the term Nρ/2 to Zr.
